# Counting the radial augmentation functions of an ultrasoft pseudopotential from its angular momenta

An ultrasoft pseudopotential lets its pseudo-orbitals carry the wrong charge near the nucleus, and augmentation functions restore the difference. Each pair of projectors, with angular momenta l and m, contributes a charge whose angular part is a product of two spherical harmonics. Only some multipole orders L occur in that product. If one radial function is tabulated for each pair and each L, how many are needed?

```lean
import Mathlib

open Finset

namespace AugmentationCharges
```

The selection rules are the triangle condition |l − m| ≤ L ≤ l + m and the parity condition that l + m + L is even. Here m is a second angular momentum, not a magnetic quantum number. `allowedL l m` is the finite set of these L, with l − m taken in the integers because subtraction of natural numbers stops at zero. The rules enter as a definition; their derivation from integrals of three spherical harmonics is the step left to the physics.

```lean
/-- The multipole orders `L` that satisfy the triangle condition `|l - m| ≤ L ≤ l + m` and
the parity condition that `l + m + L` is even. -/
def allowedL (l m : ℕ) : Finset ℕ :=
  (range (l + m + 1)).filter (fun L => |(l : ℤ) - (m : ℤ)| ≤ (L : ℤ) ∧ Even (l + m + L))
```

Radial projectors are numbered 0, …, n − 1, and `l` is now a function: projector i has angular momentum l i, written lᵢ below. Exchanging two projectors gives the same radial function, so `augmentationCount` sums over i ≤ j. Call its value T.

```lean
/-- The number of radial augmentation functions for projectors `0, …, n - 1` with angular
momenta `l i`: one for each unordered pair `i ≤ j` and each allowed multipole order. -/
def augmentationCount (n : ℕ) (l : ℕ → ℕ) : ℕ :=
  ∑ j ∈ range n, ∑ i ∈ range (j + 1), (allowedL (l i) (l j)).card
```

## (a) The allowed orders as a list

Show that the allowed orders are exactly

L = l + m − 2k, k = 0, …, min(l,m).

By parity and the upper bound, l + m − L is even and non-negative, so it equals 2k. Since |l − m| = l + m − 2 min(l,m), the lower bound says k ≤ min(l,m). Conversely, every such k gives an allowed L. The two bullets in Lean are these two directions, and `omega` settles the inequalities and parities.

```lean
/-- The allowed multipole orders descend from `l + m` in steps of two, with `min l m` steps. -/
theorem allowedL_eq_image (l m : ℕ) :
    allowedL l m = (range (min l m + 1)).image (fun k => l + m - 2 * k) := by
  ext L
  simp only [allowedL, mem_filter, mem_range, mem_image, abs_le, Nat.even_iff]
  constructor
  · rintro ⟨h1, ⟨h2, h3⟩, h4⟩
    exact ⟨(l + m - L) / 2, by omega, by omega⟩
  · rintro ⟨k, hk, rfl⟩
    exact ⟨by omega, ⟨by omega, by omega⟩, by omega⟩
```

## (b) The number of orders per pair

Count the allowed orders:

number of L = min(l,m) + 1.

Different k in (a) give different L, so it suffices to count the k; `card_image_of_injOn` is this step. Without the parity condition the formula fails: l = m = 1 would admit L = 0, 1, 2, three values and not two.

```lean
/-- Two projectors of angular momenta `l` and `m` have exactly `min l m + 1` allowed
multipole orders. -/
theorem card_allowedL (l m : ℕ) : (allowedL l m).card = min l m + 1 := by
  rw [allowedL_eq_image, card_image_of_injOn, card_range]
  intro a ha b hb hab
  have ha' := mem_range.mp (mem_coe.mp ha)
  have hb' := mem_range.mp (mem_coe.mp hb)
  have hab' : l + m - 2 * a = l + m - 2 * b := hab
  omega
```

## (c) Magnetic components

Each L has 2L + 1 components. Show that

Σ_L (2L + 1) = (min(l,m) + 1)(2 max(l,m) + 1).

With s = l + m, the first n terms of the list in (a) give

Σ_{k<n} (2(s − 2k) + 1) = n(2s + 1) − 2n(n − 1) = n(2s + 3) − 2n².

Put n = min(l,m) + 1 and s = min(l,m) + max(l,m); the result is n(2 max(l,m) + 1). The induction `key` keeps 2n² on the left to avoid subtraction.

```lean
/-- Counting the `2 L + 1` magnetic components of every allowed multipole order gives
`(min l m + 1) (2 max l m + 1)` components for a pair of projectors. -/
theorem sum_components (l m : ℕ) :
    ∑ L ∈ allowedL l m, (2 * L + 1) = (min l m + 1) * (2 * max l m + 1) := by
  -- partial sums of the descending arithmetic series
  have key : ∀ n, n ≤ min l m + 1 →
      ∑ k ∈ range n, (2 * (l + m - 2 * k) + 1) + 2 * n ^ 2 = n * (2 * (l + m) + 3) := by
    intro n
    induction n with
    | zero => intro _; simp
    | succ n ih =>
      intro hn
      have h := ih (by omega)
      have hd : 2 * n + (l + m - 2 * n) = l + m := by omega
      rw [sum_range_succ]
      generalize l + m - 2 * n = d at hd ⊢
      generalize ∑ k ∈ range n, (2 * (l + m - 2 * k) + 1) = S at h ⊢
      nlinarith
  have h := key (min l m + 1) le_rfl
  have hs : min l m + max l m = l + m := min_add_max l m
  have h' : (min l m + 1) * (2 * (l + m) + 3)
      = (min l m + 1) * (2 * max l m + 1) + 2 * (min l m + 1) ^ 2 := by
    rw [← hs]; ring
  rw [allowedL_eq_image, sum_image]
  · exact Nat.add_right_cancel (h.trans h')
  · intro a ha b hb hab
    have ha' := mem_range.mp (mem_coe.mp ha)
    have hb' := mem_range.mp (mem_coe.mp hb)
    have hab' : l + m - 2 * a = l + m - 2 * b := hab
    omega
```

## (d) Enlarging a square table

For any table f of natural numbers, show that

Σ_{i,j≤n} f(i,j) = Σ_{i,j<n} f(i,j) + Σ_{i<n} f(i,n) + Σ_{j<n} f(n,j) + f(n,n).

Split off the last value of each index: this leaves the smaller square, two edges and a corner.

```lean
/-- Adding one projector to a table of ordered pairs adds a column, a row and a corner. -/
theorem sum_square_succ (f : ℕ → ℕ → ℕ) (n : ℕ) :
    ∑ i ∈ range (n + 1), ∑ j ∈ range (n + 1), f i j
      = ∑ i ∈ range n, ∑ j ∈ range n, f i j
        + ∑ i ∈ range n, f i n + ∑ j ∈ range n, f n j + f n n := by
  simp only [sum_range_succ, sum_add_distrib]
  ring
```

## (e) From unordered to ordered pairs

For any projector set, show that

2T = Σ_{i,j<n} (min(lᵢ,lⱼ) + 1) + Σ_{i<n} (lᵢ + 1).

The ordered sum contains each pair i < j twice and each diagonal term, lᵢ + 1, once. Adding the diagonal again doubles everything. Lean adds one projector at a time using (d); `hsym` says that the new row equals the new column.

```lean
/-- For any set of projectors, twice the number of radial augmentation functions is the sum
of `min + 1` over ordered pairs plus the sum of `l i + 1` over single projectors. -/
theorem two_mul_augmentationCount (n : ℕ) (l : ℕ → ℕ) :
    2 * augmentationCount n l
      = ∑ i ∈ range n, ∑ j ∈ range n, (min (l i) (l j) + 1) + ∑ i ∈ range n, (l i + 1) := by
  simp only [augmentationCount, card_allowedL]
  induction n with
  | zero => simp
  | succ n ih =>
    have h := sum_square_succ (fun i j => min (l i) (l j) + 1) n
    have h1 := sum_range_succ (fun j => ∑ i ∈ range (j + 1), (min (l i) (l j) + 1)) n
    have h2 := sum_range_succ (fun i => min (l i) (l n) + 1) n
    have h3 := sum_range_succ (fun i => l i + 1) n
    -- the new row equals the new column
    have hsym : ∑ j ∈ range n, (min (l n) (l j) + 1)
        = ∑ i ∈ range n, (min (l i) (l n) + 1) :=
      sum_congr rfl (fun j _ => by rw [min_comm])
    beta_reduce at h h1 h2 h3
    rw [min_self] at h h2
    omega
```

## (f) A sum over channels

Show that

2 Σ_{k<n} (k + 1) = n(n + 1).

Both sides vanish at n = 0. The next term turns the right side into n(n + 1) + 2(n + 1) = (n + 1)(n + 2).

```lean
/-- The sum of `k + 1` over the first `n` angular channels is `n (n + 1) / 2`. -/
theorem two_mul_sum_channels (n : ℕ) : 2 * ∑ k ∈ range n, (k + 1) = n * (n + 1) := by
  induction n with
  | zero => simp
  | succ n ih => rw [sum_range_succ, mul_add, ih]; ring
```

## (g) A sum over pairs of channels

Show that

6 Σ_{a,b<n} (min(a,b) + 1) = n(n + 1)(2n + 1).

By (d), a new channel n adds two edges, each n(n + 1)/2 by (f), and a corner n + 1, in all (n + 1)². The induction closes because

n(n + 1)(2n + 1) + 6(n + 1)² = (n + 1)(n + 2)(2n + 3).

```lean
/-- The sum of `min a b + 1` over ordered pairs of the first `n` angular channels is
`n (n + 1) (2 n + 1) / 6`. -/
theorem six_mul_sum_min (n : ℕ) :
    6 * ∑ a ∈ range n, ∑ b ∈ range n, (min a b + 1) = n * (n + 1) * (2 * n + 1) := by
  induction n with
  | zero => simp
  | succ n ih =>
    have h := sum_square_succ (fun a b => min a b + 1) n
    have hA : ∑ a ∈ range n, (min a n + 1) = ∑ a ∈ range n, (a + 1) :=
      sum_congr rfl (fun a ha => by have := mem_range.mp ha; omega)
    have hB : ∑ b ∈ range n, (min n b + 1) = ∑ b ∈ range n, (b + 1) :=
      sum_congr rfl (fun b hb => by have := mem_range.mp hb; omega)
    have ht := two_mul_sum_channels n
    beta_reduce at h
    rw [h, hA, hB, min_self]
    generalize ∑ a ∈ range n, ∑ b ∈ range n, (min a b + 1) = S at ih ⊢
    generalize ∑ k ∈ range n, (k + 1) = T at ht ⊢
    nlinarith
```

## (h) Equally filled channels

With p projectors in each channel 0, …, N, show that

12T = p(N + 1)(N + 2)(p(2N + 3) + 3).

Projector i has angular momentum `i / p`, rounded down. A sum over projectors is therefore p times a sum over channels, which is `group`. Let S and R be the sums in (g) and (f) at n = N + 1. Then (e) reads 2T = p²S + pR, so

12T = p²(6S) + 3p(2R) = p²(N + 1)(N + 2)(2N + 3) + 3p(N + 1)(N + 2).

```lean
/-- With `p` projectors in each angular channel `0, …, N`, the number `T` of radial
augmentation functions obeys `12 T = p (N + 1) (N + 2) (p (2 N + 3) + 3)`. -/
theorem augmentationCount_channels (p N : ℕ) :
    12 * augmentationCount (p * (N + 1)) (fun i => i / p)
      = p * (N + 1) * (N + 2) * (p * (2 * N + 3) + 3) := by
  -- a sum over projectors is `p` times the sum over channels
  have group : ∀ (f : ℕ → ℕ) (K : ℕ),
      ∑ i ∈ range (p * K), f (i / p) = p * ∑ k ∈ range K, f k := by
    intro f K
    induction K with
    | zero => simp
    | succ K ih =>
      have hblock : ∑ x ∈ range p, f ((p * K + x) / p) = p * f K := by
        rw [sum_congr rfl (g := fun _ => f K)]
        · simp
        · intro x hx
          have hx' := mem_range.mp hx
          have hp : 0 < p := by omega
          rw [Nat.mul_add_div hp, Nat.div_eq_of_lt hx', add_zero]
      rw [Nat.mul_succ, sum_range_add, ih, hblock, sum_range_succ, mul_add]
  have h := two_mul_augmentationCount (p * (N + 1)) (fun i => i / p)
  have e1 : ∑ i ∈ range (p * (N + 1)), ∑ j ∈ range (p * (N + 1)), (min (i / p) (j / p) + 1)
      = p * ∑ a ∈ range (N + 1), ∑ j ∈ range (p * (N + 1)), (min a (j / p) + 1) :=
    group (fun a => ∑ j ∈ range (p * (N + 1)), (min a (j / p) + 1)) (N + 1)
  have e2 : ∀ a, ∑ j ∈ range (p * (N + 1)), (min a (j / p) + 1)
      = p * ∑ b ∈ range (N + 1), (min a b + 1) :=
    fun a => group (fun b => min a b + 1) (N + 1)
  have e3 : ∑ i ∈ range (p * (N + 1)), (i / p + 1) = p * ∑ k ∈ range (N + 1), (k + 1) :=
    group (fun k => k + 1) (N + 1)
  beta_reduce at h
  rw [e1, e3] at h
  simp only [e2, ← mul_sum] at h
  have hm := six_mul_sum_min (N + 1)
  have ht := two_mul_sum_channels (N + 1)
  generalize ∑ a ∈ range (N + 1), ∑ b ∈ range (N + 1), (min a b + 1) = S at h hm
  generalize ∑ k ∈ range (N + 1), (k + 1) = R at h ht
  calc 12 * augmentationCount (p * (N + 1)) (fun i => i / p)
      = 6 * (2 * augmentationCount (p * (N + 1)) (fun i => i / p)) := by ring
    _ = p * p * (6 * S) + 3 * p * (2 * R) := by rw [h]; ring
    _ = p * (N + 1) * (N + 2) * (p * (2 * N + 3) + 3) := by rw [hm, ht]; ring
```

## (i) Two projectors each for s, p and d

For angular momenta 0, 0, 1, 1, 2, 2, show that

T = 34.

Pairs within a channel give 3·1 + 3·2 + 3·3 = 18; the sp, sd and pd pairs give 4·1 + 4·1 + 4·2 = 16. Lean inserts (b) and evaluates the finite sum with `decide`.

Modelling the table with ordered pairs would store the off-diagonal functions twice and give 56. T is the number of radial functions in a dataset that keeps a separate one for every pair and every allowed L. The storage also depends on the number of grid points per function, and a code that reserves space for forbidden L uses more.

```lean
/-- Six radial projectors with angular momenta `0, 0, 1, 1, 2, 2` have 34 radial
augmentation functions. -/
theorem augmentationCount_six :
    augmentationCount 6 (fun i => [0, 0, 1, 1, 2, 2].getD i 0) = 34 := by
  simp only [augmentationCount, card_allowedL]
  decide

end AugmentationCharges
```

```lean
#print axioms AugmentationCharges.sum_components
#print axioms AugmentationCharges.augmentationCount_channels
#print axioms AugmentationCharges.augmentationCount_six
```

```
'AugmentationCharges.sum_components' depends on axioms: [propext, Classical.choice, Quot.sound]
'AugmentationCharges.augmentationCount_channels' depends on axioms: [propext, Classical.choice, Quot.sound]
'AugmentationCharges.augmentationCount_six' depends on axioms: [propext, Classical.choice, Quot.sound]
```
